# Exponential screening of a point charge on a finite connected graph

## Distance counted in bonds

How fast does the potential of a point charge fall off in a medium that screens it? On a finite network of sites the answer depends on what distance means. Here it is the number of bonds on a shortest path, whatever the strengths of the bonds.

Let $w(x,y)\ge 0$ be the coupling between sites $x$ and $y$, and let $\phi$ be the potential. The screened Poisson equation for a charge $Q\ge 0$ at site $o$ is

$$\sum_y w(x,y)\,(\phi(x)-\phi(y))+\kappa^2\phi(x)=\rho(x),\qquad \rho(o)=Q,\quad \rho(x)=0 \text{ for } x\ne o.$$

The term $\kappa^2\phi$, moved to the right-hand side, is an induced charge $-\kappa^2\phi$, proportional to the local potential and opposite in sign, as in linearised Thomas–Fermi or Debye screening. Its strength is given and uniform. On a square or cubic grid of spacing $a$, with the standard nearest-neighbour Laplacian, each bond has weight $1/a^2$; factors such as $4\pi$ are absorbed in $Q$.

## The bound and its derivation

Write $d(x)=\sum_y w(x,y)$ and suppose $d(x)\le D$ everywhere, $\kappa>0$, and the graph of bonds is connected. Then, with $q=D/(D+\kappa^2)$,

$$0\le\phi(x)\le\phi(o)\,q^{\operatorname{dist}(x,o)}.$$

**Sign and maximum.** At a minimum $m$ of $\phi$ the coupling sum is $\le 0$, while $\rho(m)\ge 0$. Hence $\kappa^2\phi(m)\ge 0$, and $\phi\ge 0$ everywhere. At a maximum $M\ne o$ the coupling sum is $\ge 0$ and $\rho(M)=0$, so $\phi(M)\le 0\le\phi(o)$. In every case $\phi\le\phi(o)$.

**Shells.** Rearranging the equation gives the node balance

$$(d(x)+\kappa^2)\,\phi(x)=\sum_y w(x,y)\phi(y)+\rho(x).$$

Suppose $\phi\le B=\phi(o)q^n$ at all sites at distance at least $n$; for $n=0$ this has just been shown. If $\operatorname{dist}(x,o)\ge n+1$, then $\rho(x)=0$ and every neighbour of $x$ is at distance at least $n$, so $(d(x)+\kappa^2)\phi(x)\le d(x)B$. Adding $(D-d(x))\phi(x)\le(D-d(x))B$ gives $(D+\kappa^2)\phi(x)\le DB$, that is, $\phi(x)\le\phi(o)q^{n+1}$. Taking $n=\operatorname{dist}(x,o)$ proves the bound.

**From below.** Let $w$ be symmetric, with positive values at least $c\ge 0$. For a bond between $u$ and $v$, the node balance gives $(D+\kappa^2)\phi(u)\ge w(u,v)\phi(v)\ge c\,\phi(v)$. Along a shortest path this becomes $\phi(x)\ge\phi(o)\,(c/(D+\kappa^2))^{\operatorname{dist}(x,o)}$.

## Reading the Lean statement

`screened w κ φ` is the left-hand side of the equation, and `Pi.single o Q` is the point charge. `bondGraph w` joins distinct sites coupled by a positive weight in at least one direction; `exponential_screening` does not assume symmetry. A self-coupling `w x x` counts in `degree` but cancels in the operator. The potential is taken as a given solution.

For static linear screening on a finite grid with the nearest-neighbour Laplacian and periodic or zero-flux boundaries, the bound gives a number of bonds beyond which the potential is below a chosen fraction of $\phi(o)$. The usual higher-order finite-difference stencils have some negative weights and are not covered. This number is sufficient, but on a fine grid, $\kappa a\ll 1$, it can be much larger than necessary. The passage to continuous space is a separate step: at fixed physical distance, this bound tends to the trivial $\phi\le\phi(o)$ as $a\to 0$, and so does not yield the Yukawa decay.

```lean
import Mathlib

open Finset

namespace GraphScreening

noncomputable section

variable {V : Type*} [Fintype V]

/-- The weighted degree of a vertex: the sum of its coupling weights. -/
def degree (w : V → V → ℝ) (x : V) : ℝ := ∑ y, w x y

/-- The screened Poisson operator `L + κ²` on a weighted graph, applied to a potential `φ`. -/
def screened (w : V → V → ℝ) (κ : ℝ) (φ : V → ℝ) (x : V) : ℝ :=
  ∑ y, w x y * (φ x - φ y) + κ ^ 2 * φ x

/-- The graph whose edges join distinct vertices coupled by a positive weight
in at least one direction. -/
def bondGraph {V : Type*} (w : V → V → ℝ) : SimpleGraph V :=
  SimpleGraph.fromRel fun x y => 0 < w x y

/-- Node balance: the potential at a vertex, times its degree plus `κ²`, is the weighted sum
of the potentials of the vertices coupled to it plus the local charge. -/
theorem node_balance (w : V → V → ℝ) (κ : ℝ) (φ : V → ℝ) (x : V) :
    (degree w x + κ ^ 2) * φ x = ∑ y, w x y * φ y + screened w κ φ x := by
  simp only [degree, screened, mul_sub, Finset.sum_sub_distrib, ← Finset.sum_mul]
  ring

variable [DecidableEq V] {w : V → V → ℝ} {κ Q D : ℝ} {φ : V → ℝ} {o : V}

/-- For nonnegative weights and `κ > 0`, the potential of a nonnegative point charge at `o`
is nonnegative and is largest at `o`. -/
theorem potential_between (hw : ∀ x y, 0 ≤ w x y) (hκ : 0 < κ) (hQ : 0 ≤ Q)
    (h : screened w κ φ = Pi.single o Q) (x : V) : 0 ≤ φ x ∧ φ x ≤ φ o := by
  have : Nonempty V := ⟨o⟩
  have hκ2 : 0 < κ ^ 2 := by positivity
  -- at the minimum the Laplacian is nonpositive, so the screening term is nonnegative
  obtain ⟨m, hm⟩ := Finite.exists_min φ
  have hmin : 0 ≤ φ m := by
    have hs : ∑ y, w m y * (φ m - φ y) ≤ 0 := Finset.sum_nonpos fun y _ => by
      nlinarith [mul_nonneg (hw m y) (sub_nonneg.2 (hm y))]
    have h1 : 0 ≤ screened w κ φ m := by
      rw [h]
      by_cases hx : m = o <;> simp [hx, hQ]
    unfold screened at h1
    by_contra hn
    have := mul_neg_of_pos_of_neg hκ2 (not_le.1 hn)
    linarith
  refine ⟨hmin.trans (hm x), ?_⟩
  -- a maximum away from the charge would have a nonpositive value
  obtain ⟨M, hM⟩ := Finite.exists_max φ
  by_cases hMo : M = o
  · rw [← hMo]
    exact hM x
  · have hs : 0 ≤ ∑ y, w M y * (φ M - φ y) := Finset.sum_nonneg fun y _ =>
      mul_nonneg (hw M y) (sub_nonneg.2 (hM y))
    have h1 : screened w κ φ M = 0 := by
      rw [h]
      simp [hMo]
    unfold screened at h1
    have hM0 : φ M ≤ 0 := by
      by_contra hn
      have := mul_pos hκ2 (not_le.1 hn)
      linarith
    linarith [hM x, hm o]

/-- Exponential screening: on a connected graph with nonnegative weights, degrees at most `D`
and `κ > 0`, the potential of a nonnegative point charge at `o` is nonnegative and falls off
at least as fast as `(D / (D + κ²)) ^ dist(x, o)`. -/
theorem exponential_screening (hw : ∀ x y, 0 ≤ w x y) (hG : (bondGraph w).Connected)
    (hD : ∀ x, degree w x ≤ D) (hκ : 0 < κ) (hQ : 0 ≤ Q)
    (h : screened w κ φ = Pi.single o Q) (x : V) :
    0 ≤ φ x ∧ φ x ≤ φ o * (D / (D + κ ^ 2)) ^ (bondGraph w).dist x o := by
  have hb := potential_between hw hκ hQ h
  have hd : 0 ≤ degree w o := Finset.sum_nonneg fun y _ => hw o y
  have hpos : 0 < D + κ ^ 2 := by nlinarith [hD o, pow_pos hκ 2]
  -- induction over shells: all vertices at distance at least `n` obey the `n`-th bound
  have shell : ∀ n : ℕ, ∀ x, n ≤ (bondGraph w).dist x o →
      φ x ≤ φ o * (D / (D + κ ^ 2)) ^ n := by
    intro n
    induction n with
    | zero =>
      intro x _
      simpa using (hb x).2
    | succ n ih =>
      intro x hx
      have hxo : x ≠ o := by
        rintro rfl
        simp at hx
      have hxB := ih x (by omega)
      have hsum : ∑ y, w x y * φ y ≤ degree w x * (φ o * (D / (D + κ ^ 2)) ^ n) := by
        rw [degree, Finset.sum_mul]
        refine Finset.sum_le_sum fun y _ => ?_
        rcases (hw x y).eq_or_lt with h0 | h0
        · simp [← h0]
        · refine mul_le_mul_of_nonneg_left (ih y ?_) (hw x y)
          by_cases hxy : x = y
          · rw [← hxy]
            omega
          · -- a neighbour is at most one step closer to the charge
            have hadj : (bondGraph w).Adj x y := by
              simp only [bondGraph, SimpleGraph.fromRel_adj]
              exact ⟨hxy, Or.inl h0⟩
            have h1 : (bondGraph w).dist x y = 1 := SimpleGraph.dist_eq_one_iff_adj.2 hadj
            have h2 : (bondGraph w).dist x o ≤
                (bondGraph w).dist x y + (bondGraph w).dist y o := hG.dist_triangle
            omega
      have hbal := node_balance w κ φ x
      have h0 : screened w κ φ x = 0 := by
        rw [h]
        simp [hxo]
      rw [pow_succ, ← mul_assoc, ← mul_div_assoc, le_div_iff₀ hpos]
      nlinarith [mul_le_mul_of_nonneg_left hxB (sub_nonneg.2 (hD x))]
  exact ⟨(hb x).1, shell _ x le_rfl⟩

/-- Screening is no faster than exponential: on a connected graph with nonnegative symmetric
weights, positive weights at least `c ≥ 0`, degrees at most `D` and `κ > 0`, the potential of a
nonnegative point charge at `o` is at least `φ(o) (c / (D + κ²)) ^ dist(x, o)`. -/
theorem screening_lower_bound {c : ℝ} (hw : ∀ x y, 0 ≤ w x y) (hsymm : ∀ x y, w x y = w y x)
    (hG : (bondGraph w).Connected) (hc : 0 ≤ c) (hcw : ∀ x y, 0 < w x y → c ≤ w x y)
    (hD : ∀ x, degree w x ≤ D) (hκ : 0 < κ) (hQ : 0 ≤ Q)
    (h : screened w κ φ = Pi.single o Q) (x : V) :
    φ o * (c / (D + κ ^ 2)) ^ (bondGraph w).dist x o ≤ φ x := by
  have hb := potential_between hw hκ hQ h
  have hd : 0 ≤ degree w o := Finset.sum_nonneg fun y _ => hw o y
  have hpos : 0 < D + κ ^ 2 := by nlinarith [hD o, pow_pos hκ 2]
  -- one bond transmits at least the fraction `c / (D + κ²)` of the potential
  have step : ∀ u v, (bondGraph w).Adj u v → c * φ v ≤ (D + κ ^ 2) * φ u := by
    intro u v huv
    simp only [bondGraph, SimpleGraph.fromRel_adj] at huv
    have hwuv : 0 < w u v := by
      rcases huv.2 with h1 | h1
      · exact h1
      · rw [hsymm u v]
        exact h1
    have h1 : w u v * φ v ≤ ∑ y, w u y * φ y :=
      Finset.single_le_sum (f := fun y => w u y * φ y)
        (fun y _ => mul_nonneg (hw u y) (hb y).1) (Finset.mem_univ v)
    have h2 : 0 ≤ screened w κ φ u := by
      rw [h]
      by_cases hx : u = o <;> simp [hx, hQ]
    nlinarith [node_balance w κ φ u, mul_nonneg (sub_nonneg.2 (hD u)) (hb u).1,
      mul_le_mul_of_nonneg_right (hcw u v hwuv) (hb v).1]
  have walk : ∀ u v (p : (bondGraph w).Walk u v),
      φ v * (c / (D + κ ^ 2)) ^ p.length ≤ φ u := by
    intro u v p
    induction p with
    | nil => simp
    | cons hadj p ih =>
      rw [SimpleGraph.Walk.length_cons, pow_succ, ← mul_assoc, ← mul_div_assoc,
        div_le_iff₀ hpos]
      nlinarith [step _ _ hadj, mul_le_mul_of_nonneg_left ih hc]
  -- apply this along a shortest walk
  obtain ⟨p, hp⟩ := hG.exists_walk_length_eq_dist x o
  rw [← hp]
  exact walk x o p

/-- The weights of two vertices joined by a single bond of strength `g`. -/
def pairWeight (g : ℝ) (x y : Fin 2) : ℝ := if x = y then 0 else g

/-- Sharpness: for two vertices joined by a bond `g > 0` and `κ > 0`, the potential
`(g + κ², g)` belongs to a point charge `κ² (2g + κ²)` at vertex `0` and attains the
exponential upper bound, with `D = g`, at vertex `1`. -/
theorem screening_sharp {g κ : ℝ} (hg : 0 < g) (hκ : 0 < κ) :
    (bondGraph (pairWeight g)).Connected ∧ (∀ x, degree (pairWeight g) x = g) ∧
    screened (pairWeight g) κ ![g + κ ^ 2, g] = Pi.single 0 (κ ^ 2 * (2 * g + κ ^ 2)) ∧
    (![g + κ ^ 2, g] : Fin 2 → ℝ) 1 = (![g + κ ^ 2, g] : Fin 2 → ℝ) 0 *
      (g / (g + κ ^ 2)) ^ (bondGraph (pairWeight g)).dist 1 0 := by
  have hadj : ∀ a b : Fin 2, a ≠ b → (bondGraph (pairWeight g)).Adj a b := by
    intro a b hab
    simp only [bondGraph, SimpleGraph.fromRel_adj]
    exact ⟨hab, Or.inl (by simp [pairWeight, hab, hg])⟩
  refine ⟨(SimpleGraph.connected_iff _).2 ⟨fun a b => ?_, inferInstance⟩, ?_, ?_, ?_⟩
  · by_cases hab : a = b
    · subst hab
      exact ⟨SimpleGraph.Walk.nil⟩
    · exact (hadj a b hab).reachable
  · intro x
    fin_cases x <;> simp [degree, pairWeight, Fin.sum_univ_two]
  · ext x
    fin_cases x <;> simp [screened, pairWeight, Fin.sum_univ_two] <;> ring
  · have hdist : (bondGraph (pairWeight g)).dist 1 0 = 1 :=
      SimpleGraph.dist_eq_one_iff_adj.2 (hadj 1 0 (by decide))
    have hne : g + κ ^ 2 ≠ 0 := by positivity
    rw [hdist, pow_one]
    show g = (g + κ ^ 2) * (g / (g + κ ^ 2))
    field_simp

end

end GraphScreening
```

```lean
#print axioms GraphScreening.exponential_screening
-- 'GraphScreening.exponential_screening' depends on axioms: [propext, Classical.choice, Quot.sound]
#print axioms GraphScreening.screening_lower_bound
-- 'GraphScreening.screening_lower_bound' depends on axioms: [propext, Classical.choice, Quot.sound]
#print axioms GraphScreening.screening_sharp
-- 'GraphScreening.screening_sharp' depends on axioms: [propext, Classical.choice, Quot.sound]
```

## How the code carries out the argument

`node_balance` expands the sums. `potential_between` obtains the extremal sites from `Finite.exists_min` and `Finite.exists_max`.

In `exponential_screening`, the claim `shell` concerns all sites at distance at least `n`, because a neighbour may lie further out. The triangle inequality `hG.dist_triangle` shows that a neighbour is at most one step closer to the charge. The last `nlinarith` receives the product of $D-d(x)\ge 0$ with `hxB`, which is the inequality added in the derivation.

In `screening_lower_bound`, `step` treats one bond and `walk` iterates it by induction on a walk.

`screening_sharp` shows that the upper bound is attained at distance one. For two sites joined by a bond $g$, its potential $(g+\kappa^2,\,g)$ belongs to the charge $\kappa^2(2g+\kappa^2)$ at site $0$; for unit charge, divide both values by that number.

## Zero screening, and the potential at the charge

The condition $\kappa>0$ cannot be relaxed to $\kappa\ge 0$. With $\kappa=0$ and $Q=0$ on two bonded sites, the constant $\phi=-1$ solves the equation and violates $0\le\phi$. Since only $\kappa^2$ enters, $\kappa\ne 0$ is what matters.

The same reasoning applied at $o$ bounds the prefactor. The node balance with $\phi\ge 0$ gives $\phi(o)\ge Q/(D+\kappa^2)$, and since $\phi$ is largest at $o$, the original equation gives $\phi(o)\le Q/\kappa^2$. These two estimates are derived here by hand and are not proved in the Lean code.
